# A minimiser of the energy over a trial subspace has its residual orthogonal to that subspace

The theorem `stationary` concerns a bounded symmetric operator `H` on a complex inner product space and a subspace `W` of trial vectors, which need not be normalised. It supposes that ⟨y, Hy⟩ is at least m‖y‖² for every y in `W`, and that a vector x of `W` attains equality; if x is nonzero, m is then the energy expectation value of the normalised x, and the lowest to be had in `W`. The conclusion is that the residual Hx − mx is orthogonal to all of `W`. The attempt moves from x to x + sy with s real, where the energy excess is a nonnegative quadratic in s without constant term, so its linear coefficient must vanish. This gives the real part of ⟨y, Hx − mx⟩ as zero, and the same result for iy in place of y is to give the imaginary part.

In Lean, a first try:

```lean
import Mathlib

open Filter Topology Matrix
open scoped InnerProductSpace

namespace Stationary

noncomputable section

variable {V : Type*} [NormedAddCommGroup V] [InnerProductSpace ℂ V]

/-- The overlap of a vector with itself is its squared norm. -/
lemma inner_self_real (x : V) : ⟪x, x⟫_ℂ = ((‖x‖ ^ 2 : ℝ) : ℂ) :=
  (inner_self_eq_norm_sq_to_K (𝕜 := ℂ) x).trans (Complex.ofReal_pow ‖x‖ 2).symm

lemma energy_add (T : V →ₗ[ℂ] V) (hT : T.IsSymmetric) (x y : V) (s : ℝ) :
    (⟪x + (s : ℂ) • y, T (x + (s : ℂ) • y)⟫_ℂ).re =
      (⟪x, T x⟫_ℂ).re + 2 * s * (⟪y, T x⟫_ℂ).re + s ^ 2 * (⟪y, T y⟫_ℂ).re := by
  have hs : (⟪x, T y⟫_ℂ).re = (⟪y, T x⟫_ℂ).re := by
    rw [← hT x y, ← inner_conj_symm (T x) y, Complex.conj_re]
  simp only [map_add, map_smul, inner_add_left, inner_add_right, inner_smul_left,
    inner_smul_right, Complex.conj_ofReal, Complex.add_re, Complex.re_ofReal_mul]
  linear_combination s * hs

/-- A vector of `W` that attains a lower bound `m` of the energy per squared norm on `W` has
a residual orthogonal to `W`, for symmetric `H`. -/
theorem stationary {H : V →L[ℂ] V} (hH : (H : V →ₗ[ℂ] V).IsSymmetric) {W : Submodule ℂ V}
    {m : ℝ} {x : V} (hx : x ∈ W) (hm : ∀ y ∈ W, m * ‖y‖ ^ 2 ≤ (⟪y, H y⟫_ℂ).re)
    (he : (⟪x, H x⟫_ℂ).re = m * ‖x‖ ^ 2) : ∀ y ∈ W, ⟪y, H x - (m : ℂ) • x⟫_ℂ = 0 := by
  have key : ∀ y ∈ W, (⟪y, H x - (m : ℂ) • x⟫_ℂ).re = 0 := by
    intro y hy
    rw [inner_sub_right, inner_smul_right, Complex.sub_re, Complex.re_ofReal_mul]
    -- the energy excess along x + s y is a nonnegative quadratic in s without constant term
    have hq : ∀ s : ℝ, 0 ≤ ((⟪y, H y⟫_ℂ).re - m * ‖y‖ ^ 2) * (s * s) +
        (2 * ((⟪y, H x⟫_ℂ).re - m * (⟪y, x⟫_ℂ).re)) * s + 0 := by
      intro s
      have h1 : (⟪x + (s : ℂ) • y, H (x + (s : ℂ) • y)⟫_ℂ).re =
          (⟪x, H x⟫_ℂ).re + 2 * s * (⟪y, H x⟫_ℂ).re + s ^ 2 * (⟪y, H y⟫_ℂ).re :=
        energy_add (H : V →ₗ[ℂ] V) hH x y s
      have h2 : (⟪x + (s : ℂ) • y, x + (s : ℂ) • y⟫_ℂ).re =
          (⟪x, x⟫_ℂ).re + 2 * s * (⟪y, x⟫_ℂ).re + s ^ 2 * (⟪y, y⟫_ℂ).re :=
        energy_add LinearMap.id (fun _ _ => rfl) x y s
      simp only [inner_self_real, Complex.ofReal_re] at h2
      have h3 := hm _ (W.add_mem hx (W.smul_mem (s : ℂ) hy))
      rw [h1, h2, he] at h3
      linarith
    have hd := discrim_le_zero hq
    rw [discrim] at hd
    nlinarith
  intro y hy
  have h := key (Complex.I • y) (W.smul_mem _ hy)
  rw [inner_smul_left, Complex.conj_I] at h
  exact Complex.ext (key y hy) (by simpa using h)

end

end Stationary
```

The compiler's answer:

```
Main.lean:53:35: error: Type mismatch: After simplification, term
  h
 has type
  (⟪y, H x - m • x⟫_ℂ).im = 0
but is expected to have type
  (⟪y, H x⟫_ℂ).im - m * (⟪y, x⟫_ℂ).im = 0
```

What went wrong. The error falls in the last step, `by simpa using h`, which is to show that the imaginary part is zero. `simpa` simplifies both `h` and the goal and needs the results to match. Here they say the same thing in different forms. In `h` the inner product stays whole, and the complex scalar `(m : ℂ)` has become the real scalar `m` acting on `x`. In the goal the inner product has been split into two terms, with `m` taken outside.

The repair uses `generalize` to replace the whole inner product by a plain complex number `g`, so that `simp` has nothing inside it to rewrite. What remains is that the real part of −i·`g` is the imaginary part of `g`, which `simp` can do. The real-part result `key y hy` is first stored as `h0` so that it too is restated for `g`; used afterwards, it would still speak of the original inner product, which Lean no longer connects with `g`.

The change, after which it compiles:

```diff
@@ -51,5 +51,7 @@
   have h := key (Complex.I • y) (W.smul_mem _ hy)
   rw [inner_smul_left, Complex.conj_I] at h
-  exact Complex.ext (key y hy) (by simpa using h)
+  have h0 := key y hy
+  generalize ⟪y, H x - (m : ℂ) • x⟫_ℂ = g at h h0 ⊢
+  exact Complex.ext h0 (by simpa using h)
 
 end
```
